# Every spin-1 coherent state lies at least $D/2$ above the ground state of $D S_z^2$ when $D>0$

## Choosing the trial states of one site

A product-state calculation for a spin-1 magnet begins with a choice of trial states for a single site. One option is to keep all three complex amplitudes. A smaller option is to keep only the states that are fully polarised along some direction, so that each site is described by two angles. If the site has a single-ion anisotropy $D S_z^2$ with $D>0$, the smaller option has a cost that can be computed exactly for an isolated spin: the best energy it can reach is $D/2$, while the true ground-state energy is $0$.

The constant $D$ is an energy. It stands for the combined effect of the crystal surroundings and spin-orbit coupling on the spin of the ion, which here raises the levels $m=\pm1$ above the level $m=0$. With $\hbar=1$ and the basis ordered as $m=1,0,-1$,

$$
S_z=\begin{pmatrix}1&0&0\\0&0&0\\0&0&-1\end{pmatrix},\qquad
H=D S_z^2=\begin{pmatrix}D&0&0\\0&0&0\\0&0&D\end{pmatrix}.
$$

The ground state is $m=0$. It is called nonmagnetic because the expectation value of every spin component vanishes in it. A fully polarised state, in contrast, has spin expectation value 1 along its own direction.

## The two-angle family

For real $t$ and $p$, the coherent state is

$$
v(t,p)=\begin{pmatrix}\cos^2 t\\ \sqrt2\,\sin t\cos t\,e^{ip}\\ \sin^2 t\,e^{2ip}\end{pmatrix}.
$$

Its direction has polar angle $2t$ and azimuth $p$. Components are numbered from zero below, so $v_0,v_1,v_2$ are the amplitudes of $m=1,0,-1$.

The main theorem, `coherent_states_miss_ground_state`, takes a real $D>0$ and states two things:

- For all real $t$ and $p$, the vector $v(t,p)$ has norm 1 and its energy is at least $D/2$.
- The number $0$ is the least eigenvalue of $H$.

Three further theorems sharpen this. The coherent energy is exactly $\frac D2(1+\cos^2 2t)$. For $D\neq0$ it equals $D/2$ if and only if $\cos 2t=0$, which means that the direction lies in the equatorial plane. The squared overlap with the $m=0$ state never exceeds $1/2$.

## How the Lean objects represent the spin

A state is a function `Fin 3 → ℂ`, that is, a column of three complex amplitudes. The matrix `spinZ` is $S_z$, and `hamiltonian D` is $D$ times its square. The expression `star v ⬝ᵥ w` is the inner product $\sum_i \overline{v_i}\,w_i$, so the norm statement reads `star (coherent t p) ⬝ᵥ coherent t p = 1`.

The function `energy D v` is the real part of $\langle v,Hv\rangle$. It does not divide by $\langle v,v\rangle$, so it is the expectation value only for normalised vectors. The norm statement in the main theorem is therefore what allows the bound to be read as a bound on an expectation value.

The lowest eigenvalue is expressed by `IsLeast`, applied to the set of real numbers $E$ for which some nonzero $v$ satisfies $Hv=Ev$. This requires both that $0$ belongs to the set and that no member is smaller.

The matrix `spinAlong θ p` is the spin component along the direction with polar angle $\theta$ and azimuth $p$, written out entry by entry. It is given as a definition and is not built from separate matrices for $S_x$ and $S_y$.

The model is one isolated spin with uniaxial anisotropy. It has no exchange coupling to neighbours, no magnetic field and no anisotropy within the plane. In a lattice model those terms compete with $D$, and the theorems do not say how much energy the restriction to coherent states costs there.

## From populations to the energy gap

**Energy of any vector.** Since $Hv=(Dv_0,\,0,\,Dv_2)$,

$$
\langle v,Hv\rangle = D\left(|v_0|^2+|v_2|^2\right).
$$

The energy is $D$ times the weight on $m=\pm1$.

**Populations and norm.** Phase factors have modulus 1, so the coherent state has

$$
|v_0|^2=\cos^4t,\qquad |v_1|^2=2\sin^2t\cos^2t,\qquad |v_2|^2=\sin^4t .
$$

Their sum is $(\cos^2t+\sin^2t)^2=1$.

**Full polarisation.** Write $c=\cos t$, $s=\sin t$ and $e=e^{ip}$. For polar angle $2t$ the two corner entries off the diagonal of the spin component are 0, the entries next to the diagonal are $\frac{\sqrt2}{2}\sin 2t=\sqrt2\,sc$ times $e$ or $e^{-1}$, and the diagonal entries are $\cos2t=2c^2-1$, $0$ and $-(2c^2-1)$. Applied to $v(t,p)$, this matrix gives

$$
\begin{aligned}
(2c^2-1)c^2+2s^2c^2&=c^2(2c^2+2s^2-1)=c^2,\\
\sqrt2\,sc\,e\,(c^2+s^2)&=\sqrt2\,sc\,e,\\
\left(2s^2c^2-(2c^2-1)s^2\right)e^2&=s^2e^2 .
\end{aligned}
$$

These are the components of $v(t,p)$ again, so the state is an eigenvector with eigenvalue 1.

**Coherent energy.** Inserting the populations,

$$
D(c^4+s^4)=D(1-2s^2c^2)=D\left(1-\tfrac12\sin^2 2t\right)=\frac D2\left(1+\cos^2 2t\right).
$$

For $D>0$ this is at least $D/2$. For $D\ne0$ it equals $D/2$ exactly when $\cos2t=0$.

**Lowest eigenvalue.** The equation $Hv=Ev$ reads, by components,

$$
(D-E)v_0=0,\qquad E v_1=0,\qquad (D-E)v_2=0 .
$$

If $E<0$, then $E\neq0$ and $D-E>0$, so all three amplitudes vanish and $v$ is not an eigenvector. The value $E=0$ does occur, with $v=(0,1,0)$.

**Overlap.** The inner product of $(0,1,0)$ with $v(t,p)$ is $v_1$, and

$$
|v_1|^2=2s^2c^2=\tfrac12\sin^2 2t\le\tfrac12 .
$$

For a normalised vector the energy is $D(1-|v_1|^2)$, so this limit on the overlap and the energy bound express the same fact. Full polarisation leaves at least half of the weight on $m=\pm1$, whatever the direction.

## The complete Lean file

```lean
import Mathlib

open Matrix

namespace SpinOneCoherentStates

noncomputable section

/-- The spin-1 operator `Sz` in the basis `m = 1, 0, -1`. -/
def spinZ : Matrix (Fin 3) (Fin 3) ℂ := !![1, 0, 0; 0, 0, 0; 0, 0, -1]

/-- The single-ion anisotropy Hamiltonian `H = D Sz²`. -/
def hamiltonian (D : ℝ) : Matrix (Fin 3) (Fin 3) ℂ := (D : ℂ) • (spinZ * spinZ)

/-- The expectation value of `H = D Sz²` in the state `v`, for normalised `v`. -/
def energy (D : ℝ) (v : Fin 3 → ℂ) : ℝ := (star v ⬝ᵥ (hamiltonian D *ᵥ v)).re

/-- The spin-1 component along the direction with polar angle `θ` and azimuth `p`. -/
def spinAlong (θ p : ℝ) : Matrix (Fin 3) (Fin 3) ℂ :=
  !![((Real.cos θ : ℝ) : ℂ),
      ((Real.sqrt 2 / 2 * Real.sin θ : ℝ) : ℂ) * Complex.exp (-(p * Complex.I)), 0;
    ((Real.sqrt 2 / 2 * Real.sin θ : ℝ) : ℂ) * Complex.exp (p * Complex.I), 0,
      ((Real.sqrt 2 / 2 * Real.sin θ : ℝ) : ℂ) * Complex.exp (-(p * Complex.I));
    0, ((Real.sqrt 2 / 2 * Real.sin θ : ℝ) : ℂ) * Complex.exp (p * Complex.I),
      -((Real.cos θ : ℝ) : ℂ)]

/-- The spin-1 coherent state with half polar angle `t` and azimuth `p`. -/
def coherent (t p : ℝ) : Fin 3 → ℂ :=
  ![((Real.cos t ^ 2 : ℝ) : ℂ),
    ((Real.sqrt 2 * Real.sin t * Real.cos t : ℝ) : ℂ) * Complex.exp (p * Complex.I),
    ((Real.sin t ^ 2 : ℝ) : ℂ) * Complex.exp (((2 * p : ℝ) : ℂ) * Complex.I)]

/-- The nonmagnetic state `m = 0`. -/
def nonmagnetic : Fin 3 → ℂ := ![0, 1, 0]

/-- The Hamiltonian multiplies the `m = ±1` amplitudes by `D` and removes the `m = 0` one. -/
theorem hamiltonian_mulVec (D : ℝ) (v : Fin 3 → ℂ) :
    hamiltonian D *ᵥ v = ![(D : ℂ) * v 0, 0, (D : ℂ) * v 2] := by
  ext i
  fin_cases i <;>
    simp [hamiltonian, spinZ, Matrix.mulVec, dotProduct, Fin.sum_univ_three]

/-- The energy is `D` times the total weight on `m = 1` and `m = -1`. -/
theorem energy_eq (D : ℝ) (v : Fin 3 → ℂ) :
    energy D v = D * (Complex.normSq (v 0) + Complex.normSq (v 2)) := by
  unfold energy
  rw [hamiltonian_mulVec]
  simp [dotProduct, Fin.sum_univ_three, Complex.normSq_apply]
  ring

/-- The populations of `m = 1, 0, -1` in a coherent state are
`cos⁴ t`, `2 sin² t cos² t` and `sin⁴ t`. -/
theorem coherent_populations (t p : ℝ) :
    Complex.normSq (coherent t p 0) = Real.cos t ^ 4 ∧
    Complex.normSq (coherent t p 1) = 2 * Real.sin t ^ 2 * Real.cos t ^ 2 ∧
    Complex.normSq (coherent t p 2) = Real.sin t ^ 4 := by
  -- phase factors have squared modulus 1
  have phase (x : ℝ) : Complex.normSq (Complex.exp (x * Complex.I)) = 1 := by
    rw [Complex.normSq_eq_norm_sq, Complex.norm_exp_ofReal_mul_I]
    norm_num
  refine ⟨?_, ?_, ?_⟩
  · change Complex.normSq ((Real.cos t ^ 2 : ℝ) : ℂ) = _
    rw [Complex.normSq_ofReal]
    ring
  · change Complex.normSq (((Real.sqrt 2 * Real.sin t * Real.cos t : ℝ) : ℂ)
      * Complex.exp (p * Complex.I)) = _
    rw [map_mul, Complex.normSq_ofReal, phase]
    have h := Real.mul_self_sqrt (show (0 : ℝ) ≤ 2 by norm_num)
    linear_combination (Real.sin t ^ 2 * Real.cos t ^ 2) * h
  · change Complex.normSq (((Real.sin t ^ 2 : ℝ) : ℂ)
      * Complex.exp (((2 * p : ℝ) : ℂ) * Complex.I)) = _
    rw [map_mul, Complex.normSq_ofReal, phase]
    ring

/-- Every coherent state has norm 1. -/
theorem coherent_normalized (t p : ℝ) : star (coherent t p) ⬝ᵥ coherent t p = 1 := by
  obtain ⟨h0, h1, h2⟩ := coherent_populations t p
  have hsum : star (coherent t p) ⬝ᵥ coherent t p =
      ((Complex.normSq (coherent t p 0) + Complex.normSq (coherent t p 1)
        + Complex.normSq (coherent t p 2) : ℝ) : ℂ) := by
    simp only [dotProduct, Fin.sum_univ_three, Pi.star_apply, Complex.star_def,
      Complex.ofReal_add, Complex.normSq_eq_conj_mul_self]
  have h : Real.cos t ^ 4 + 2 * Real.sin t ^ 2 * Real.cos t ^ 2 + Real.sin t ^ 4 = 1 := by
    linear_combination (Real.sin t ^ 2 + Real.cos t ^ 2 + 1) * Real.sin_sq_add_cos_sq t
  rw [hsum, h0, h1, h2, h, Complex.ofReal_one]

/-- The spin component along the direction with polar angle `2t` and azimuth `p` maps the coherent
state with parameters `t` and `p` to itself. -/
theorem coherent_fully_polarized (t p : ℝ) :
    spinAlong (2 * t) p *ᵥ coherent t p = coherent t p := by
  have hk : Real.sqrt 2 / 2 * Real.sin (2 * t) = Real.sqrt 2 * Real.sin t * Real.cos t := by
    rw [Real.sin_two_mul]
    ring
  have h2 : Complex.exp (((2 * p : ℝ) : ℂ) * Complex.I) = Complex.exp (p * Complex.I) ^ 2 := by
    rw [← Complex.exp_nat_mul]
    congr 1
    push_cast
    ring
  have he : Complex.exp (-(p * Complex.I)) * Complex.exp (p * Complex.I) = 1 := by
    rw [← Complex.exp_add]
    simp
  have hr : ((Real.sqrt 2 : ℝ) : ℂ) * ((Real.sqrt 2 : ℝ) : ℂ) = 2 := by
    exact_mod_cast Real.mul_self_sqrt (show (0 : ℝ) ≤ 2 by norm_num)
  have hs := Complex.sin_sq_add_cos_sq (t : ℂ)
  unfold spinAlong coherent
  rw [hk, h2, Real.cos_two_mul]
  push_cast
  generalize Complex.exp (-(p * Complex.I)) = f at *
  generalize Complex.exp (p * Complex.I) = e at *
  generalize ((Real.sqrt 2 : ℝ) : ℂ) = r at *
  generalize Complex.sin (t : ℂ) = s at *
  generalize Complex.cos (t : ℂ) = c at *
  -- the three components of the eigenvalue equation
  funext i
  simp only [Matrix.mulVec, dotProduct, Fin.sum_univ_three]
  fin_cases i
  · change (2 * c ^ 2 - 1) * c ^ 2 + r * s * c * f * (r * s * c * e)
      + 0 * (s ^ 2 * e ^ 2) = c ^ 2
    linear_combination (r * r * s ^ 2 * c ^ 2) * he + (s ^ 2 * c ^ 2) * hr + 2 * c ^ 2 * hs
  · change r * s * c * e * c ^ 2 + 0 * (r * s * c * e)
      + r * s * c * f * (s ^ 2 * e ^ 2) = r * s * c * e
    linear_combination (r * s * c * s ^ 2 * e) * he + (r * s * c * e) * hs
  · change 0 * c ^ 2 + r * s * c * e * (r * s * c * e)
      + -(2 * c ^ 2 - 1) * (s ^ 2 * e ^ 2) = s ^ 2 * e ^ 2
    linear_combination (s ^ 2 * c ^ 2 * e ^ 2) * hr

/-- The energy of a coherent state is `(D/2)(1 + cos² 2t)`. -/
theorem coherent_energy (D t p : ℝ) :
    energy D (coherent t p) = D / 2 * (1 + Real.cos (2 * t) ^ 2) := by
  obtain ⟨h0, -, h2⟩ := coherent_populations t p
  rw [energy_eq, h0, h2, Real.cos_two_mul]
  linear_combination D * (Real.sin t ^ 2 + 1 - Real.cos t ^ 2) * Real.sin_sq_add_cos_sq t

/-- For `D > 0` every coherent state is normalised and has energy at least `D/2`,
while the lowest eigenvalue of `D Sz²` is 0. -/
theorem coherent_states_miss_ground_state (D : ℝ) (hD : 0 < D) :
    (∀ t p : ℝ, star (coherent t p) ⬝ᵥ coherent t p = 1 ∧
      D / 2 ≤ energy D (coherent t p)) ∧
    IsLeast {E : ℝ | ∃ v : Fin 3 → ℂ, v ≠ 0 ∧ hamiltonian D *ᵥ v = (E : ℂ) • v} 0 := by
  refine ⟨fun t p => ⟨coherent_normalized t p, ?_⟩, ⟨nonmagnetic, ?_, ?_⟩, ?_⟩
  · rw [coherent_energy]
    nlinarith [mul_nonneg hD.le (sq_nonneg (Real.cos (2 * t)))]
  · intro h
    have h1 : (1 : ℂ) = 0 := congrFun h 1
    exact one_ne_zero h1
  · rw [hamiltonian_mulVec]
    ext i
    fin_cases i <;> simp [nonmagnetic]
  · -- a negative eigenvalue would force all three amplitudes to vanish
    rintro E ⟨v, hv, h⟩
    by_contra hneg
    have hE : E < 0 := not_le.mp hneg
    rw [hamiltonian_mulVec] at h
    have h0 : (D : ℂ) * v 0 = (E : ℂ) * v 0 := congrFun h 0
    have h1 : (0 : ℂ) = (E : ℂ) * v 1 := congrFun h 1
    have h2 : (D : ℂ) * v 2 = (E : ℂ) * v 2 := congrFun h 2
    have hE' : (E : ℂ) ≠ 0 := Complex.ofReal_ne_zero.mpr hE.ne
    have hDE : (D : ℂ) - (E : ℂ) ≠ 0 := by
      rw [← Complex.ofReal_sub]
      exact Complex.ofReal_ne_zero.mpr (by linarith : 0 < D - E).ne'
    have z0 : v 0 = 0 := (mul_eq_zero.mp
      (by linear_combination h0 : ((D : ℂ) - E) * v 0 = 0)).resolve_left hDE
    have z1 : v 1 = 0 := (mul_eq_zero.mp h1.symm).resolve_left hE'
    have z2 : v 2 = 0 := (mul_eq_zero.mp
      (by linear_combination h2 : ((D : ℂ) - E) * v 2 = 0)).resolve_left hDE
    apply hv
    funext i
    fin_cases i
    · exact z0
    · exact z1
    · exact z2

/-- For `D ≠ 0` a coherent state has energy exactly `D/2` if and only if its polar angle `2t`
satisfies `cos 2t = 0`. -/
theorem coherent_energy_eq_half_iff (D t p : ℝ) (hD : D ≠ 0) :
    energy D (coherent t p) = D / 2 ↔ Real.cos (2 * t) = 0 := by
  rw [coherent_energy]
  constructor
  · intro h
    have h' : D * Real.cos (2 * t) ^ 2 = 0 := by linear_combination 2 * h
    exact (pow_eq_zero_iff two_ne_zero).mp ((mul_eq_zero.mp h').resolve_left hD)
  · intro h
    rw [h]
    ring

/-- The squared overlap of a coherent state with the state `m = 0` is at most `1/2`. -/
theorem coherent_overlap_le_half (t p : ℝ) :
    Complex.normSq (star nonmagnetic ⬝ᵥ coherent t p) ≤ 1 / 2 := by
  have h : star nonmagnetic ⬝ᵥ coherent t p = coherent t p 1 := by
    simp [nonmagnetic, dotProduct, Fin.sum_univ_three]
  rw [h, (coherent_populations t p).2.1, Real.sin_sq]
  nlinarith [sq_nonneg (2 * Real.cos t ^ 2 - 1)]

end

end SpinOneCoherentStates
```

```lean
#print axioms SpinOneCoherentStates.coherent_fully_polarized
-- 'SpinOneCoherentStates.coherent_fully_polarized' depends on axioms: [propext, Classical.choice, Quot.sound]
#print axioms SpinOneCoherentStates.coherent_states_miss_ground_state
-- 'SpinOneCoherentStates.coherent_states_miss_ground_state' depends on axioms: [propext, Classical.choice, Quot.sound]
#print axioms SpinOneCoherentStates.coherent_energy_eq_half_iff
-- 'SpinOneCoherentStates.coherent_energy_eq_half_iff' depends on axioms: [propext, Classical.choice, Quot.sound]
#print axioms SpinOneCoherentStates.coherent_overlap_le_half
-- 'SpinOneCoherentStates.coherent_overlap_le_half' depends on axioms: [propext, Classical.choice, Quot.sound]
```

## How the proof follows the calculation

The lemma `hamiltonian_mulVec` computes $Hv$ for an arbitrary vector, and `energy_eq` turns it into the weight formula. Everything later about the energies and eigenvalues of $H$ goes through these two results, so the product $Hv$ is expanded only once.

In `coherent_populations`, the local statement `phase` records that $e^{ix}$ has squared modulus 1 for real $x$. The middle population also needs $(\sqrt2)^2=2$, which `linear_combination` supplies with the factor $\sin^2t\cos^2t$. The lemma `coherent_normalized` then writes the inner product as the sum of the three populations. Its factor $\sin^2t+\cos^2t+1$ comes from the factorisation

$$
(s^2+c^2)^2-1=(s^2+c^2+1)(s^2+c^2-1).
$$

The proof of `coherent_fully_polarized` first rewrites the double angles and replaces $e^{2ip}$ by $(e^{ip})^2$. The `generalize` steps then turn the exponentials, the square root, the sine and the cosine into plain letters. What remains is algebra with three relations: `he` says that the two opposite phases multiply to 1, `hr` says that $\sqrt2\cdot\sqrt2=2$, and `hs` is $s^2+c^2=1$. Each component of the eigenvector equation is closed by one `linear_combination` of these relations. The third component needs only `hr`, in agreement with the calculation above, where the terms in $s^2c^2$ cancel without use of $s^2+c^2=1$.

For `coherent_energy`, Lean takes a slightly different algebraic route from the one by hand. After $\cos2t$ is replaced by $2c^2-1$, the difference of the two sides is

$$
D\left(s^4-(1-c^2)^2\right)=D(s^2+1-c^2)(s^2+c^2-1),
$$

and the first two factors are the coefficient given to `linear_combination`.

The main theorem assembles these results. The energy bound follows from the exact formula once `nlinarith` is told that $D\cos^2 2t\ge0$. For membership of $0$ in the set of eigenvalues, the witness is `nonmagnetic`: its middle component is 1, so it is not the zero vector, and $H$ sends it to zero. For the lower bound, the proof assumes a negative eigenvalue $E$ and reads the eigenvalue equation by components as `h0`, `h1` and `h2`. The facts `hE'` and `hDE` state that $E$ and $D-E$ are nonzero. Dividing them out gives `z0`, `z1` and `z2`, the vanishing of the three amplitudes, which contradicts $v\neq0$.

In `coherent_energy_eq_half_iff`, the exact energy formula reduces the equality to $D\cos^2 2t=0$, and $D\ne0$ leaves $\cos2t=0$. The sign of $D$ plays no part here. It matters in the main theorem, where $D>0$ makes $D/2$ a lower bound over the family and $0$ the lowest eigenvalue.

Finally, `coherent_overlap_le_half` identifies the overlap with the middle amplitude and uses its population. With $\sin^2t=1-\cos^2t$, the inequality rests on

$$
\tfrac12-2(1-c^2)c^2=\tfrac12(2c^2-1)^2\ge0,
$$

and the square on the right is the hint passed to `nlinarith`.
